# With N = 1² + … + (X+1)² basis functions and error A/X³, each further digit of correlation energy multiplies a cost N⁴ by a factor tending to 10⁴

## Ten times less error for only twenty times the cost?

My estimates of computer time for large basis sets come out far too low. I reason as follows. The basis has a cardinal number X (2 for double-zeta, 3 for triple-zeta and so on), and the error it leaves in the correlation energy is about A/X³ with a constant A > 0. One more decimal digit therefore needs X to grow by 10^(1/3) ≈ 2.15. My method scales with the fourth power of the basis, and 2.15⁴ is about 21. The real growth is much steeper. What is the right factor? And does the question even make sense, when 2.15 X is not an integer?

## The fourth power acts on the number of functions, which grows as X³

Your 21 comes from applying the fourth power to X. The cost is quartic in the number of basis functions N, and N grows as X³/3. The error falls as 1/X³, so for large X it is inversely proportional to N. Ten times less error then needs ten times as many functions, and the quartic cost rises by a factor that tends to 10⁴. This holds in the model where the error is exactly A/X³. The non-integer 2.15 X does no harm, because rounding it down changes nothing in the limit.

Count the functions by shells, with n² functions in shell n:

N(X) = 1² + 2² + … + (X+1)²

This gives 14 for X = 2 and 30 for X = 3, as in the correlation-consistent sets for carbon. The closed form is

N(X) = (X+1)(X+2)(2X+3)/6.

It is correct at X = 0, where both sides are 1. If it holds at k, then

N(k+1) = (k+1)(k+2)(2k+3)/6 + (k+2)²
= (k+2)(2k² + 11k + 15)/6
= (k+2)(k+3)(2k+5)/6,

which is the formula at k+1. Now write err(X) = A/X³. The constant A sets the size of the error. The slow power 1/X³ arises because products of orbitals describe the wavefunction poorly where two electrons meet. Dividing each factor of N by X gives

N(X) err(X) = (A/6)(1 + 1/X)(1 + 2/X)(2 + 3/X) → (A/6) · 2 = A/3.

The limit is approached from above, since

N(X) = X³/3 + (9X² + 13X + 6)/6 > X³/3.

Next take two bases X and Y, both growing, such that err(X)/err(Y) tends to r. Then

N(Y)/N(X) = [N(Y) err(Y)] / [N(X) err(X)] · err(X)/err(Y).

The first quotient tends to (A/3)/(A/3) = 1, so N(Y)/N(X) tends to r. For a cost N^p, the cost ratio tends to r^p.

For Y = mX with an integer m ≥ 1, the error is A/(m³X³), so it falls by exactly m³ and the cost ratio tends to (m³)^p. For a real c > 0, take Y = ⌊cX⌋, the integer part of cX. From cX − 1 < ⌊cX⌋ ≤ cX it follows that ⌊cX⌋/X tends to c, and therefore

err(X)/err(⌊cX⌋) = (⌊cX⌋/X)³ → c³.

With c³ = 10^d this is a gain of d digits, and the quartic cost grows by a factor tending to (10^d)⁴ = 10^(4d).

### Doubling X from 2 and from 10

From X = 2 to X = 4 the error falls by 8. The number of functions goes from 14 to 55, a ratio of 3.93, and the quartic cost rises by about 238. The limit for this step is 8⁴ = 4096, so small bases are still far from it. From X = 10 to X = 20 the functions go from 506 to 3311, and the cost rises by about 1830. For a budget at small X, use the actual numbers of basis functions and not the limit.

The growth of the bases matters for the same reason. Keep X = 1 and Y = 2 fixed along the whole sequence. The error ratio is always 8, but the ratio of basis sizes is always 14/5, so for p ≥ 1 the cost ratio is (14/5)^p and not 8^p. The general limit law therefore fails if neither basis has to grow.

### Bases, errors and costs as Lean functions

`basisCount X` is N(X). Its summation index starts at 0, so the term is `(n + 1) ^ 2` for n = 0, …, X, which is the same sum as above. `corrError A X` is err(X), the error from the finite basis alone. `cost p X` is N(X)^p without a prefactor, which would cancel in every ratio. A statement `Tendsto f atTop (𝓝 L)` says that f tends to L as its integer argument grows.

The central theorem is `cost_ratio_tendsto`. There `X` and `Y` are sequences of cardinal numbers, indexed by k, and both are assumed to grow without bound. If the error ratio tends to `r`, the cost ratio tends to `r ^ p`, for any natural number `p` and any `A` > 0.

`integer_scaling` treats the step from X to mX. It states the exact fall of the error as a product, m³ err(mX) = err(X), together with err(mX) > 0. `real_scaling` gives the limit c³ for the error ratio with rounding, where `⌊c * (X : ℝ)⌋₊` is the integer part. `cost_of_digits` assumes c³ = 10^d and gives both limits, 10^d for the error and 10^(4d) for the quartic cost. When cX < 1 the rounded cardinal number is 0, where Lean sets A/0 = 0; this concerns only finitely many X and leaves the limits alone.

To carry the result over to a real molecule, one assumes that its error is A/X³ with the same A for every X, and that its total number of basis functions also grows in proportion to X³ for large X. Computed energies also contain terms that fall off faster. Within this one-term model, the result bears on methods such as coupled cluster with single and double excitations. At a fixed number of electrons, the costliest term in the amplitude equations of that method grows as the fourth power of the number of virtual orbitals. A full transformation of the two-electron integrals to molecular orbitals, where a program carries it out, grows as the fifth power and is not covered by the quartic cost.

```lean
import Mathlib

open Filter Topology

namespace CorrelationCostPerDigit

noncomputable section

/-- Number of basis functions in the basis with cardinal number `X`:
the sum of `n ^ 2` over the shells `n = 1, ..., X + 1`. -/
def basisCount (X : ℕ) : ℕ := ∑ n ∈ Finset.range (X + 1), (n + 1) ^ 2

/-- Basis-set error `A / X ^ 3` of the correlation energy, for cardinal numbers `X ≥ 1`. -/
def corrError (A : ℝ) (X : ℕ) : ℝ := A / (X : ℝ) ^ 3

/-- Cost of a calculation that scales as the `p`-th power of the number of basis functions. -/
def cost (p X : ℕ) : ℝ := (basisCount X : ℝ) ^ p

/-- The number of basis functions is `(X + 1) (X + 2) (2 X + 3) / 6`. -/
theorem basisCount_eq (X : ℕ) :
    (basisCount X : ℝ) = ((X : ℝ) + 1) * (X + 2) * (2 * X + 3) / 6 := by
  induction X with
  | zero =>
    have h : basisCount 0 = 1 := by simp [basisCount]
    rw [h]
    norm_num
  | succ k ih =>
    -- the larger basis adds one shell
    have h : basisCount (k + 1) = basisCount k + (k + 1 + 1) ^ 2 := by
      unfold basisCount
      exact Finset.sum_range_succ (fun n : ℕ => (n + 1) ^ 2) (k + 1)
    rw [h]
    push_cast
    rw [ih]
    ring

/-- For `A > 0` and `X ≥ 1` the basis-set error is positive. -/
theorem corrError_pos {A : ℝ} (hA : 0 < A) {X : ℕ} (hX : 0 < X) : 0 < corrError A X :=
  div_pos hA (pow_pos (Nat.cast_pos.mpr hX) 3)

/-- The number of basis functions times the error tends to `A / 3` as the basis grows. -/
theorem basisCount_mul_corrError_tendsto (A : ℝ) :
    Tendsto (fun X : ℕ => (basisCount X : ℝ) * corrError A X) atTop (𝓝 (A / 3)) := by
  have hcast : Tendsto (fun X : ℕ => (X : ℝ)) atTop atTop := tendsto_natCast_atTop_atTop
  have hinv : Tendsto (fun X : ℕ => (X : ℝ)⁻¹) atTop (𝓝 0) := tendsto_inv_atTop_zero.comp hcast
  -- the product is a polynomial in `1 / X`, with three linear factors
  have h1 : Tendsto (fun X : ℕ => 1 + (X : ℝ)⁻¹) atTop (𝓝 (1 + 0)) := hinv.const_add 1
  have h2 : Tendsto (fun X : ℕ => 1 + 2 * (X : ℝ)⁻¹) atTop (𝓝 (1 + 2 * 0)) :=
    (hinv.const_mul 2).const_add 1
  have h3 : Tendsto (fun X : ℕ => 2 + 3 * (X : ℝ)⁻¹) atTop (𝓝 (2 + 3 * 0)) :=
    (hinv.const_mul 3).const_add 2
  have hp := ((h1.mul h2).mul h3).const_mul (A / 6)
  have hlim : A / 6 * ((1 + 0) * (1 + 2 * 0) * (2 + 3 * 0)) = A / 3 := by ring
  rw [hlim] at hp
  refine hp.congr' ?_
  filter_upwards [eventually_gt_atTop 0] with X hX
  have hx : (X : ℝ) ≠ 0 := Nat.cast_ne_zero.mpr hX.ne'
  have e1 : 1 + (X : ℝ)⁻¹ = ((X : ℝ) + 1) / X := by
    rw [add_div, div_self hx, one_div]
  have e2 : 1 + 2 * (X : ℝ)⁻¹ = ((X : ℝ) + 2) / X := by
    rw [add_div, div_self hx, div_eq_mul_inv]
  have e3 : 2 + 3 * (X : ℝ)⁻¹ = (2 * (X : ℝ) + 3) / X := by
    rw [add_div, mul_div_assoc, div_self hx, mul_one, div_eq_mul_inv]
  rw [e1, e2, e3, basisCount_eq, corrError]
  ring

/-- For `A > 0` and every `X ≥ 1`, the number of basis functions times the error
is larger than `A / 3`. -/
theorem lt_basisCount_mul_corrError {A : ℝ} (hA : 0 < A) {X : ℕ} (hX : 0 < X) :
    A / 3 < (basisCount X : ℝ) * corrError A X := by
  have hx : (X : ℝ) ^ 3 ≠ 0 := pow_ne_zero 3 (Nat.cast_ne_zero.mpr hX.ne')
  -- the leading term of the basis size is exceeded by a positive remainder
  have hN : (X : ℝ) ^ 3 / 3 < (basisCount X : ℝ) := by
    have h : (basisCount X : ℝ) =
        (X : ℝ) ^ 3 / 3 + (9 * (X : ℝ) ^ 2 + 13 * X + 6) / 6 := by
      rw [basisCount_eq]
      ring
    rw [h]
    exact lt_add_of_pos_right _ (by positivity)
  have hlead : (X : ℝ) ^ 3 / 3 * corrError A X = A / 3 := by
    rw [corrError, div_mul_div_comm, mul_comm (3 : ℝ) ((X : ℝ) ^ 3), mul_div_mul_left _ _ hx]
  rw [← hlead]
  exact mul_lt_mul_of_pos_right hN (corrError_pos hA hX)

/-- Let `A > 0`, and let two sequences of bases grow without bound. If the ratio of their
errors tends to `r`, the inverse ratio of their costs tends to `r ^ p`. -/
theorem cost_ratio_tendsto {A r : ℝ} (hA : 0 < A) (p : ℕ) {X Y : ℕ → ℕ}
    (hX : Tendsto X atTop atTop) (hY : Tendsto Y atTop atTop)
    (h : Tendsto (fun k => corrError A (X k) / corrError A (Y k)) atTop (𝓝 r)) :
    Tendsto (fun k => cost p (Y k) / cost p (X k)) atTop (𝓝 (r ^ p)) := by
  have hN := basisCount_mul_corrError_tendsto A
  have h3 : A / 3 ≠ 0 := (div_pos hA three_pos).ne'
  have hNX : Tendsto (fun k => (basisCount (X k) : ℝ) * corrError A (X k)) atTop
      (𝓝 (A / 3)) := hN.comp hX
  have hNY : Tendsto (fun k => (basisCount (Y k) : ℝ) * corrError A (Y k)) atTop
      (𝓝 (A / 3)) := hN.comp hY
  have h1 := (hNY.div hNX h3).mul h
  rw [div_self h3, one_mul] at h1
  -- the errors cancel and leave the ratio of basis sizes
  have h2 : Tendsto (fun k => (basisCount (Y k) : ℝ) / basisCount (X k)) atTop (𝓝 r) := by
    refine h1.congr' ?_
    filter_upwards [hX.eventually_gt_atTop 0, hY.eventually_gt_atTop 0] with k hx hy
    have ex := (corrError_pos hA hx).ne'
    have ey := (corrError_pos hA hy).ne'
    have nx : (basisCount (X k) : ℝ) ≠ 0 := by
      rw [basisCount_eq]
      positivity
    show (basisCount (Y k) : ℝ) * corrError A (Y k) /
        ((basisCount (X k) : ℝ) * corrError A (X k)) *
        (corrError A (X k) / corrError A (Y k)) = (basisCount (Y k) : ℝ) / basisCount (X k)
    rw [div_mul_div_comm, div_eq_div_iff (mul_ne_zero (mul_ne_zero nx ex) ey) nx]
    ring
  refine (h2.pow p).congr fun k => ?_
  simp only [cost, div_pow]

/-- Let `A > 0` and let `m ≥ 1` be an integer. From `X ≥ 1` to `m X` the error stays positive and
falls by a factor of exactly `m ^ 3`, while the cost ratio tends to `(m ^ 3) ^ p`. -/
theorem integer_scaling {A : ℝ} (hA : 0 < A) (p : ℕ) {m : ℕ} (hm : 0 < m) :
    (∀ X : ℕ, 0 < X → 0 < corrError A (m * X) ∧
      (m : ℝ) ^ 3 * corrError A (m * X) = corrError A X) ∧
    Tendsto (fun X : ℕ => cost p (m * X) / cost p X) atTop (𝓝 (((m : ℝ) ^ 3) ^ p)) := by
  have hm' : (m : ℝ) ^ 3 ≠ 0 := pow_ne_zero 3 (Nat.cast_ne_zero.mpr hm.ne')
  have herr : ∀ X : ℕ, 0 < X → 0 < corrError A (m * X) ∧
      (m : ℝ) ^ 3 * corrError A (m * X) = corrError A X := by
    intro X hX
    refine ⟨corrError_pos hA (Nat.mul_pos hm hX), ?_⟩
    unfold corrError
    rw [Nat.cast_mul, mul_pow, ← mul_div_assoc, mul_div_mul_left _ _ hm']
  refine ⟨herr, ?_⟩
  have hX : Tendsto (fun X : ℕ => X) atTop atTop := tendsto_id
  have hY : Tendsto (fun X : ℕ => m * X) atTop atTop :=
    tendsto_atTop_mono (fun X => Nat.le_mul_of_pos_left X hm) hX
  refine cost_ratio_tendsto hA p hX hY ?_
  -- the error ratio is constant from `X = 1` on
  refine tendsto_const_nhds.congr' ?_
  filter_upwards [eventually_gt_atTop 0] with X hX0
  obtain ⟨hpos, heq⟩ := herr X hX0
  exact ((div_eq_iff hpos.ne').mpr heq.symm).symm

/-- For real `c > 0` the integer part of `c X` grows without bound with `X`. -/
theorem floor_scaling_tendsto {c : ℝ} (hc : 0 < c) :
    Tendsto (fun X : ℕ => ⌊c * (X : ℝ)⌋₊) atTop atTop := by
  have hcast : Tendsto (fun X : ℕ => (X : ℝ)) atTop atTop := tendsto_natCast_atTop_atTop
  have hmul : Tendsto (fun X : ℕ => c * (X : ℝ)) atTop atTop := hcast.const_mul_atTop hc
  have hf : Tendsto (fun x : ℝ => ⌊x⌋₊) atTop atTop := tendsto_nat_floor_atTop
  exact hf.comp hmul

/-- For `A > 0` and real `c > 0`, going from `X` to the integer part of `c X` reduces the
error by a factor that tends to `c ^ 3`. -/
theorem real_scaling {A c : ℝ} (hA : 0 < A) (hc : 0 < c) :
    Tendsto (fun X : ℕ => corrError A X / corrError A ⌊c * (X : ℝ)⌋₊) atTop (𝓝 (c ^ 3)) := by
  have hcast : Tendsto (fun X : ℕ => (X : ℝ)) atTop atTop := tendsto_natCast_atTop_atTop
  have hreal : Tendsto (fun x : ℝ => (⌊c * x⌋₊ : ℝ) / x) atTop (𝓝 c) :=
    tendsto_nat_floor_mul_div_atTop hc.le
  have hfloor : Tendsto (fun X : ℕ => (⌊c * (X : ℝ)⌋₊ : ℝ) / (X : ℝ)) atTop (𝓝 c) :=
    hreal.comp hcast
  -- the error ratio is the cube of the ratio of cardinal numbers
  refine (hfloor.pow 3).congr fun X => ?_
  unfold corrError
  rw [div_pow, div_div_div_eq, mul_comm ((X : ℝ) ^ 3) A, mul_div_mul_left _ _ hA.ne']

/-- Let `A > 0`, `c > 0` and `c ^ 3 = 10 ^ d`. Going from `X` to the integer part of `c X`
reduces the error by a factor that tends to `10 ^ d`, and raises a cost quartic in the number
of basis functions by a factor that tends to `10 ^ (4 d)`. -/
theorem cost_of_digits {A c : ℝ} (hA : 0 < A) (hc : 0 < c) (d : ℕ) (hd : c ^ 3 = 10 ^ d) :
    Tendsto (fun X : ℕ => corrError A X / corrError A ⌊c * (X : ℝ)⌋₊) atTop
      (𝓝 (10 ^ d)) ∧
    Tendsto (fun X : ℕ => cost 4 ⌊c * (X : ℝ)⌋₊ / cost 4 X) atTop (𝓝 (10 ^ (4 * d))) := by
  have herr := real_scaling hA hc
  rw [hd] at herr
  have hX : Tendsto (fun X : ℕ => X) atTop atTop := tendsto_id
  have hcost := cost_ratio_tendsto hA 4 hX (floor_scaling_tendsto hc) herr
  have hpow : ((10 : ℝ) ^ d) ^ 4 = 10 ^ (4 * d) := by rw [← pow_mul, mul_comm d 4]
  rw [hpow] at hcost
  exact ⟨herr, hcost⟩

end

end CorrelationCostPerDigit
```

```lean
#print axioms CorrelationCostPerDigit.lt_basisCount_mul_corrError
#print axioms CorrelationCostPerDigit.integer_scaling
#print axioms CorrelationCostPerDigit.cost_of_digits
```

```
'CorrelationCostPerDigit.lt_basisCount_mul_corrError' depends on axioms: [propext, Classical.choice, Quot.sound]
'CorrelationCostPerDigit.integer_scaling' depends on axioms: [propext, Classical.choice, Quot.sound]
'CorrelationCostPerDigit.cost_of_digits' depends on axioms: [propext, Classical.choice, Quot.sound]
```

### From a polynomial in 1/X to the price of a digit

`basisCount_eq` is the induction above. The larger basis is split into the smaller one and one new shell, and `ring` checks the polynomial identity.

`basisCount_mul_corrError_tendsto` starts from the limit 1/X → 0. It builds the limits of the three linear factors, `h1`, `h2` and `h3`, and multiplies them. The product equals N(X) err(X) only for X ≥ 1, so `congr'` is used, which asks for equality from some point on. The strict bound `lt_basisCount_mul_corrError` splits off X³/3 from N, notes that the remainder is positive, and multiplies by the error, which is positive by `corrError_pos`.

In `cost_ratio_tendsto`, the limit A/3 is composed with each of the two sequences, giving `hNX` and `hNY`. Their quotient tends to 1, which needs A/3 ≠ 0, and it is multiplied by the assumed error ratio. The step `h2` cancels the errors, which are nonzero once both cardinal numbers are positive, and leaves N(Y)/N(X) → r. Taking the `p`-th power finishes the proof.

The other theorems supply sequences to this one. In `integer_scaling` the error ratio is constant from X = 1 on, so its limit is immediate. `floor_scaling_tendsto` shows that ⌊cX⌋ grows without bound. `real_scaling` takes the limit ⌊cX⌋/X → c from Mathlib and cubes it. `cost_of_digits` replaces c³ by 10^d, applies the central theorem with `p` = 4, and rewrites (10^d)⁴ as 10^(4d).
